# Raising the d level increases back-donation in a four-electron, three-orbital Blyholder model with σ below π* and nonzero d-π* coupling

If the highest level of a three-orbital chemisorption model is degenerate, "the two lowest orbitals" are not well defined. The π* population of four electrons can then depend on which eigenvectors the diagonaliser happens to return. With both couplings zero, the σ level at −1 and the d and π* levels both at 0, that population can come out anywhere from 0 to 2. A second problem concerns fitting: if the population were not monotone in the d level, a given population could correspond to several d levels. When σ lies below π* and the d-π* coupling is nonzero, neither problem occurs.

## The top level and its π* weight

In the orthonormal basis (σ, d, π*), the Hamiltonian is

    H = ( s  u  0 )
        ( u  x  w )
        ( 0  w  p )

Here s, x and p are the site energies, u is the σ-d coupling and w the d-π* coupling. Two conditions are imposed:

- s < p: the adsorbate's filled σ orbital lies below its empty π* orbital.
- w ≠ 0: the metal d orbital can mix with π*.

Let e₀ ≤ e₁ ≤ e₂ be the levels, and write L = e₂. Then e₁ ≤ p < L, so the top level is simple. The π* weight of its normalised orbital is

    y = w² / ((L − p)² (1 + u²/(L − s)²) + w²)

With four electrons in the two lowest orbitals, the π* population is

    B = 2(1 − y)

Both L and B strictly increase with x when s, p, u and w are held fixed.

## Populations and fits that use this result

For a code that fills the two lowest orbitals and sums squared π* amplitudes, e₁ < e₂ guarantees a unique answer. For a code that recovers x from a target B by bisection, monotonicity guarantees that no other d level gives the same B. The closed formula gives B from L and the parameters, without eigenvectors, as a check on the summed amplitudes.

For this non-interacting model with four electrons, a single d level, fixed couplings and the two conditions above, a higher d level means more back-donation.

## From the site equations to monotone back-donation

For an eigenvector v = (v₀, v₁, v₂) with energy E, the three rows of Hv = Ev read

    (E − s) v₀ = u v₁
    (E − x) v₁ = u v₀ + w v₂
    (E − p) v₂ = w v₁

**Some level lies above p.** Write φₖ(i) for the amplitude of orbital k on site i, with i = 0, 1, 2 for σ, d, π*. Three orthonormal vectors in three dimensions are complete:

    Σₖ φₖ(i) φₖ(j) = 1 if i = j, and 0 otherwise

Multiply the third site equation for orbital k by φₖ(2) and sum over k:

    Σₖ (eₖ − p) φₖ(2)² = w Σₖ φₖ(1) φₖ(2) = 0

If no level exceeded p, every term on the left would be nonpositive, hence zero. Then (eₖ − p) φₖ(2) = 0 for each k, and the third site equation would give w φₖ(1) = 0. Since w ≠ 0, every d amplitude would vanish, contradicting Σₖ φₖ(1)² = 1.

**Only one level lies above p.** For E > p > s, the first and third site equations give

    v₀ = u v₁/(E − s),   v₂ = w v₁/(E − p)

A normalised orbital therefore has v₁ ≠ 0. Two orthogonal orbitals a and b with energies E and E′ above p would satisfy

    0 = a₁ b₁ [1 + u²/((E − s)(E′ − s)) + w²/((E − p)(E′ − p))]

The bracket is at least 1 and a₁b₁ ≠ 0, which is impossible. The argument also covers E = E′.

**The top level rises with x.** Put these amplitudes into the second site equation at E = L and divide by v₁:

    x = L − u²/(L − s) − w²/(L − p)

For L > p, the right side strictly increases with L, because neither subtracted fraction grows. A larger x therefore requires a larger L.

**The weight falls as L rises.** Normalisation of the top orbital gives

    v₁² [1 + u²/(L − s)² + w²/(L − p)²] = 1

Since y = v₂² = w² v₁²/(L − p)², the formula for y follows. Its denominator can be written as

    (L − p)² + u² r² + w²,   r = (L − p)/(L − s) = 1 − (p − s)/(L − s)

Because s < p, r is positive and increases with L. The first term strictly increases, so y strictly decreases.

**Back-donation rises.** Completeness on the π* site gives

    B = 2(φ₀(2)² + φ₁(2)²) = 2(1 − φ₂(2)²) = 2(1 − y)

As x rises, L rises, y falls and B rises.

**The limit u = 0.** The σ orbital decouples and the d-π* pair is a two-level problem. At x = p, L = p + |w|, so y = 1/2 and B = 1. As x goes to −∞, B tends to 0; as x goes to +∞, it tends to 2.

**With s above p, the trend can reverse.** Take s = 1, p = 0 and u = w = 1. At x = −7/6 the top level is 3/2, with unnormalised eigenvector (2, 1, 2/3), so y = 4/49 and B = 90/49 ≈ 1.84. At x = 1/2 the top level is 2, with unnormalised eigenvector (1, 1, 1/2), so y = 1/9 and B = 16/9 ≈ 1.78. Raising the d level has lowered the π* population. This level order does not describe CO; the example only tests the condition s < p.

## The Lean file and how its proofs run

```lean
import Mathlib

open Matrix

namespace BlyholderModel

noncomputable section

/-- The Blyholder Hamiltonian in the basis (σ, d, π*): site energies `s`, `x`, `p`,
σ-d coupling `u` and d-π* coupling `w`. -/
def hamiltonian (s p u w x : ℝ) : Matrix (Fin 3) (Fin 3) ℝ :=
  !![s, u, 0; u, x, w; 0, w, p]

/-- The vectors `φ 0, φ 1, φ 2` are orthonormal molecular orbitals of `H` with energies
`e 0 ≤ e 1 ≤ e 2`. -/
structure IsOrbitals (H : Matrix (Fin 3) (Fin 3) ℝ) (e : Fin 3 → ℝ)
    (φ : Fin 3 → Fin 3 → ℝ) : Prop where
  ordered : Monotone e
  orthonormal : ∀ j k, φ j ⬝ᵥ φ k = if j = k then 1 else 0
  eigen : ∀ k, H *ᵥ φ k = e k • φ k

/-- The π* population when four electrons doubly occupy the two lowest orbitals. -/
def backDonation (φ : Fin 3 → Fin 3 → ℝ) : ℝ := 2 * (φ 0 2 ^ 2 + φ 1 2 ^ 2)

/-- The closed expression for the π* weight of an orbital at energy `L`, for `L > p > s`
and `w ≠ 0`. -/
def piWeight (s p u w L : ℝ) : ℝ :=
  w ^ 2 / ((L - p) ^ 2 * (1 + u ^ 2 / (L - s) ^ 2) + w ^ 2)

variable {s p u w x L : ℝ} {v : Fin 3 → ℝ}

/-- The Blyholder Hamiltonian has a complete set of ordered molecular orbitals for all
values of its parameters. -/
theorem orbitals_exist (s p u w x : ℝ) :
    ∃ e φ, IsOrbitals (hamiltonian s p u w x) e φ := by
  have hH : (hamiltonian s p u w x).IsHermitian := by
    refine Matrix.IsHermitian.ext fun i j => ?_
    fin_cases i <;> fin_cases j <;> simp [hamiltonian]
  -- sort the eigenvalues given by the spectral theorem
  obtain ⟨σ, hσ⟩ : ∃ σ : Equiv.Perm (Fin 3), Monotone (hH.eigenvalues ∘ σ) :=
    ⟨_, Tuple.monotone_sort _⟩
  refine ⟨hH.eigenvalues ∘ σ, fun k => (hH.eigenvectorBasis (σ k)).ofLp, hσ,
    fun j k => ?_, fun k => hH.mulVec_eigenvectorBasis (σ k)⟩
  have h := orthonormal_iff_ite.mp hH.eigenvectorBasis.orthonormal (σ j) (σ k)
  rw [EuclideanSpace.inner_eq_star_dotProduct, star_trivial, dotProduct_comm] at h
  simpa only [EmbeddingLike.apply_eq_iff_eq] using h

/-- Completeness: summed over the three orbitals, the products of amplitudes on two sites
give one for equal sites and zero for different sites. -/
theorem completeness {H : Matrix (Fin 3) (Fin 3) ℝ} {e : Fin 3 → ℝ}
    {φ : Fin 3 → Fin 3 → ℝ} (h : IsOrbitals H e φ) (i j : Fin 3) :
    φ 0 i * φ 0 j + φ 1 i * φ 1 j + φ 2 i * φ 2 j = if i = j then 1 else 0 := by
  have h1 : Matrix.of φ * (Matrix.of φ)ᵀ = 1 := by
    ext j k
    exact (h.orthonormal j k).trans Matrix.one_apply.symm
  have h2 := mul_eq_one_comm.mp h1
  simpa only [Matrix.mul_apply, Fin.sum_univ_three, Matrix.transpose_apply,
    Matrix.of_apply, Matrix.one_apply] using congrArg (fun M => M i j) h2

/-- The eigenvalue equation of the Blyholder Hamiltonian, written site by site. -/
theorem site_equations (hv : hamiltonian s p u w x *ᵥ v = L • v) :
    (L - s) * v 0 = u * v 1 ∧ (L - x) * v 1 = u * v 0 + w * v 2 ∧
      (L - p) * v 2 = w * v 1 := by
  have h0 := congrFun hv 0
  have h1 := congrFun hv 1
  have h2 := congrFun hv 2
  simp [hamiltonian, Matrix.mulVec, dotProduct, Fin.sum_univ_three] at h0 h1 h2
  exact ⟨by linarith, by linarith, by linarith⟩

/-- If `s < p`, then above `p` the σ and π* amplitudes of a normalised orbital are fixed by its d
amplitude, which is nonzero. -/
theorem amplitudes (hsp : s < p) (hL : p < L)
    (hv : hamiltonian s p u w x *ᵥ v = L • v) (hn : v ⬝ᵥ v = 1) :
    v 0 = u * v 1 / (L - s) ∧ v 2 = w * v 1 / (L - p) ∧ v 1 ≠ 0 := by
  obtain ⟨r0, -, r2⟩ := site_equations hv
  have ha : v 0 = u * v 1 / (L - s) := by
    rw [eq_div_iff (sub_pos.2 (hsp.trans hL)).ne']
    linarith
  have hb : v 2 = w * v 1 / (L - p) := by
    rw [eq_div_iff (sub_pos.2 hL).ne']
    linarith
  refine ⟨ha, hb, fun hd => ?_⟩
  rw [hd, mul_zero, zero_div] at ha hb
  simp only [dotProduct, Fin.sum_univ_three, ha, hb, hd] at hn
  norm_num at hn

/-- If `s < p` and `w ≠ 0`, the top level lies above the bare π* energy `p` and the middle level
does not. -/
theorem one_level_above {e : Fin 3 → ℝ} {φ : Fin 3 → Fin 3 → ℝ} (hsp : s < p)
    (hw : w ≠ 0) (h : IsOrbitals (hamiltonian s p u w x) e φ) : e 1 ≤ p ∧ p < e 2 := by
  have top : p < e 2 := by
    by_contra hle
    have r : ∀ k, (e k - p) * φ k 2 = w * φ k 1 := fun k => (site_equations (h.eigen k)).2.2
    have n : ∀ k, 0 ≤ (p - e k) * φ k 2 ^ 2 := fun k => by
      have hk : e k ≤ e 2 := h.ordered (Fin.le_last k)
      exact mul_nonneg (by linarith) (sq_nonneg _)
    have hs := (completeness h 1 2).trans (if_neg (by decide))
    have hc := (completeness h 1 1).trans (if_pos rfl)
    -- the energies average to `p` with the π* weights
    have avg : (p - e 0) * φ 0 2 ^ 2 + (p - e 1) * φ 1 2 ^ 2 + (p - e 2) * φ 2 2 ^ 2 = 0 := by
      linear_combination -φ 0 2 * r 0 - φ 1 2 * r 1 - φ 2 2 * r 2 - w * hs
    have z0 : (p - e 0) * φ 0 2 ^ 2 = 0 := by linarith [n 0, n 1, n 2]
    have z1 : (p - e 1) * φ 1 2 ^ 2 = 0 := by linarith [n 0, n 1, n 2]
    have z2 : (p - e 2) * φ 2 2 ^ 2 = 0 := by linarith [n 0, n 1, n 2]
    have hw2 : w ^ 2 = 0 := by
      linear_combination -w ^ 2 * hc + (p - e 0) * z0 + (p - e 1) * z1 + (p - e 2) * z2
        - ((e 0 - p) * φ 0 2 + w * φ 0 1) * r 0 - ((e 1 - p) * φ 1 2 + w * φ 1 1) * r 1
        - ((e 2 - p) * φ 2 2 + w * φ 2 1) * r 2
    exact hw (pow_eq_zero_iff two_ne_zero |>.mp hw2)
  refine ⟨?_, top⟩
  by_contra hgt
  have h1 : p < e 1 := not_le.mp hgt
  obtain ⟨a1, b1, d1⟩ := amplitudes hsp h1 (h.eigen 1) (by rw [h.orthonormal, if_pos rfl])
  obtain ⟨a2, b2, d2⟩ := amplitudes hsp top (h.eigen 2) (by rw [h.orthonormal, if_pos rfl])
  have o : φ 1 ⬝ᵥ φ 2 = 0 := by rw [h.orthonormal, if_neg (by decide)]
  simp only [dotProduct, Fin.sum_univ_three] at o
  rw [a1, a2, b1, b2] at o
  -- two orbitals above `p` cannot be orthogonal
  have key : φ 1 1 * φ 2 1 * (1 + u ^ 2 / ((e 1 - s) * (e 2 - s))
      + w ^ 2 / ((e 1 - p) * (e 2 - p))) = 0 := by
    rw [← div_div, ← div_div]
    linear_combination o
  have q1 := div_nonneg (sq_nonneg u)
    (mul_pos (sub_pos.2 (hsp.trans h1)) (sub_pos.2 (hsp.trans top))).le
  have q2 := div_nonneg (sq_nonneg w) (mul_pos (sub_pos.2 h1) (sub_pos.2 top)).le
  have := (mul_eq_zero.mp key).resolve_left (mul_ne_zero d1 d2)
  linarith

/-- Secular equation for a normalised orbital at energy `L` above `p`, when `s < p`. -/
theorem secular_equation (hsp : s < p) (hL : p < L)
    (hv : hamiltonian s p u w x *ᵥ v = L • v) (hn : v ⬝ᵥ v = 1) :
    x = L - u ^ 2 / (L - s) - w ^ 2 / (L - p) := by
  obtain ⟨ha, hb, hd⟩ := amplitudes hsp hL hv hn
  have r := (site_equations hv).2.1
  rw [ha, hb] at r
  apply mul_right_cancel₀ hd
  linear_combination -r

/-- If `s < p` and `w ≠ 0`, the π* weight of a normalised orbital at energy `L` above `p` is
`piWeight`. -/
theorem pi_weight_eq (hsp : s < p) (hw : w ≠ 0) (hL : p < L)
    (hv : hamiltonian s p u w x *ᵥ v = L • v) (hn : v ⬝ᵥ v = 1) :
    v 2 ^ 2 = piWeight s p u w L := by
  have ha := (amplitudes hsp hL hv hn).1
  have r := (site_equations hv).2.2
  simp only [dotProduct, Fin.sum_univ_three] at hn
  rw [ha] at hn
  have hpos : 0 < (L - p) ^ 2 * (1 + u ^ 2 / (L - s) ^ 2) + w ^ 2 := by positivity
  rw [piWeight, eq_div_iff hpos.ne', ← div_pow]
  linear_combination ((L - p) * v 2 + w * v 1) * (1 + (u / (L - s)) ^ 2) * r + w ^ 2 * hn

/-- If `s < p` and `w ≠ 0`, the expression `piWeight` strictly decreases as its energy argument
rises above `p`. -/
theorem piWeight_strictAnti {L' : ℝ} (hsp : s < p) (hw : w ≠ 0) (hL : p < L)
    (hLL : L < L') : piWeight s p u w L' < piWeight s p u w L := by
  have E : ∀ M : ℝ, (M - p) ^ 2 * (1 + u ^ 2 / (M - s) ^ 2)
      = (M - p) ^ 2 + u ^ 2 * ((M - p) / (M - s)) ^ 2 := fun M => by
    rw [← div_pow]
    ring
  have A : 0 < L - s := by linarith
  have A' : 0 < L' - s := by linarith
  have q : (L - p) / (L - s) ≤ (L' - p) / (L' - s) := by
    rw [div_le_div_iff₀ A A']
    nlinarith [mul_pos (sub_pos.2 hLL) (sub_pos.2 hsp)]
  have q2 := pow_le_pow_left₀ (div_nonneg (sub_pos.2 hL).le A.le) q 2
  have sq1 : (L - p) ^ 2 < (L' - p) ^ 2 := by
    have hsum : 0 < L' + L - 2 * p := by linarith
    nlinarith [mul_pos (sub_pos.2 hLL) hsum]
  unfold piWeight
  apply div_lt_div_of_pos_left (by positivity) (by positivity)
  rw [E, E]
  linarith [mul_le_mul_of_nonneg_left q2 (sq_nonneg u)]

/-- If `s < p` and `w ≠ 0`, back-donation is `2 * (1 - piWeight)`, with `piWeight` taken at the top
level. -/
theorem backDonation_eq {e : Fin 3 → ℝ} {φ : Fin 3 → Fin 3 → ℝ} (hsp : s < p)
    (hw : w ≠ 0) (h : IsOrbitals (hamiltonian s p u w x) e φ) :
    backDonation φ = 2 * (1 - piWeight s p u w (e 2)) := by
  rw [← pi_weight_eq hsp hw (one_level_above hsp hw h).2 (h.eigen 2)
    (by rw [h.orthonormal, if_pos rfl]), backDonation]
  have hc := (completeness h 2 2).trans (if_pos rfl)
  linear_combination 2 * hc

/-- If `s < p` and `w ≠ 0`, raising the d level from `x` to `x'` strictly raises the top level and
strictly increases the four-electron back-donation into π*. -/
theorem backDonation_strictMono {x' : ℝ} {e e' : Fin 3 → ℝ} {φ φ' : Fin 3 → Fin 3 → ℝ}
    (hsp : s < p) (hw : w ≠ 0) (hx : x < x')
    (h : IsOrbitals (hamiltonian s p u w x) e φ)
    (h' : IsOrbitals (hamiltonian s p u w x') e' φ') :
    e 2 < e' 2 ∧ backDonation φ < backDonation φ' := by
  have t := (one_level_above hsp hw h).2
  have t' := (one_level_above hsp hw h').2
  have lt : e 2 < e' 2 := by
    by_contra hge
    have hle : e' 2 ≤ e 2 := not_lt.mp hge
    have S := secular_equation hsp t (h.eigen 2) (by rw [h.orthonormal, if_pos rfl])
    have S' := secular_equation hsp t' (h'.eigen 2) (by rw [h'.orthonormal, if_pos rfl])
    -- the right side of the secular equation increases with the energy
    have m1 : u ^ 2 / (e 2 - s) ≤ u ^ 2 / (e' 2 - s) :=
      div_le_div_of_nonneg_left (sq_nonneg u) (by linarith) (by linarith)
    have m2 : w ^ 2 / (e 2 - p) ≤ w ^ 2 / (e' 2 - p) :=
      div_le_div_of_nonneg_left (sq_nonneg w) (by linarith) (by linarith)
    linarith
  refine ⟨lt, ?_⟩
  rw [backDonation_eq hsp hw h, backDonation_eq hsp hw h']
  linarith [piWeight_strictAnti (u := u) hsp hw t lt]

end

end BlyholderModel
```

```lean
#print axioms BlyholderModel.orbitals_exist
#print axioms BlyholderModel.backDonation_strictMono
```

```
'BlyholderModel.orbitals_exist' depends on axioms: [propext, Classical.choice, Quot.sound]
'BlyholderModel.backDonation_strictMono' depends on axioms: [propext, Classical.choice, Quot.sound]
```

`hamiltonian s p u w x` is the matrix above. `IsOrbitals H e φ` says that the energies `e` are in nondecreasing order and that the vectors `φ k` are orthonormal eigenvectors; `φ k i` is the amplitude of orbital k on site i. `backDonation` is defined as the π* population from the two lowest orbitals, so its relation to y is proved in `backDonation_eq`.

`orbitals_exist` sorts the eigenpairs supplied by the spectral theorem, so such orbitals exist for every choice of real parameters. `completeness` puts the orbitals into the rows of a matrix A and turns A Aᵀ = 1 into Aᵀ A = 1. `site_equations` and `amplitudes` give the row equations and the elimination above p.

In `one_level_above`, `avg` says that the differences p − eₖ, weighted by φₖ(2)², sum to zero, and `z0`, `z1` and `z2` record that its terms vanish. A `linear_combination` that also uses Σₖ φₖ(1)² = 1 then reaches w² = 0, which contradicts w ≠ 0. The second half substitutes the amplitudes into the overlap; `key` is the product with the positive bracket.

`secular_equation` cancels the nonzero d amplitude. `pi_weight_eq` obtains the formula for y by clearing its denominator, and `piWeight_strictAnti` compares the ratios r at two energies. `backDonation_strictMono` assumes that the top level fails to rise, contradicts the two secular equations, and then combines the falling weight with `backDonation_eq`.

## Guarantees for a code, and the limits of the model

The final theorem takes any valid orbital sets at x and x′, with x < x′ and the other parameters unchanged. It concludes that both the top level and the back-donation are strictly larger at x′. Eigenvector signs do not matter, nor does the choice of basis if the two occupied levels coincide. The couplings may have either sign, and u may be zero.

The theorems concern exact real arithmetic. They give e₁ < e₂ but no minimum gap: at u = 0 and x = p, the d-π* pair is split by only 2|w|, so for small w the computed orbitals can be sensitive to rounding.

The physics is narrower than Blyholder's picture of adsorbed CO. One effective d orbital couples to both σ and π*, although in an upright, symmetric geometry these would couple to different d orbitals. There is no band width, basis overlap, electron repulsion or exchange of electrons with a metal reservoir, and the electron count stays at four. B is the total π* population of the occupied orbitals; the theorems draw no conclusion about adsorption energies or the strength of the C-O bond.
